# Among positive semidefinite dynamical matrices of fixed size and trace, a multiple of the identity has the largest harmonic zero-point energy

Before a finite harmonic model is used to benchmark a Monte Carlo code, its reference energy is computed from the eigenvalues of the dynamical matrix \(D\), and the trace of \(D\) gives a quick check on that number. If \(D\) is a real symmetric positive semidefinite \(n\times n\) matrix with \(\operatorname{tr} D = n w^2\) and \(w>0\), then the zero-point energy, half the sum of the square roots of the eigenvalues in units with \(\hbar=1\), is at most \(n w/2\), and it equals \(n w/2\) exactly when \(D = w^2 I\).

```lean
import Mathlib

open Matrix

namespace EinsteinZeroPoint

noncomputable section

variable {n : Type*} [Fintype n] [DecidableEq n] {D : Matrix n n ℝ}

/-- The frequency of a normal mode: the square root of the corresponding eigenvalue of the
positive semidefinite dynamical matrix `D`. -/
def modeFrequency (hD : D.PosSemidef) (i : n) : ℝ :=
  √(hD.isHermitian.eigenvalues i)

/-- The harmonic zero-point energy, in units with `ħ = 1`: half the sum of the mode
frequencies. -/
def zeroPointEnergy (hD : D.PosSemidef) : ℝ :=
  (∑ i, modeFrequency hD i) / 2

/-- The trace of a positive semidefinite dynamical matrix is the sum of the squared mode
frequencies. -/
theorem trace_eq_sum_sq_frequency (hD : D.PosSemidef) :
    D.trace = ∑ i, modeFrequency hD i ^ 2 := by
  have h : D.trace = ∑ i, hD.isHermitian.eigenvalues i := by
    simpa using hD.isHermitian.trace_eq_sum_eigenvalues
  rw [h]
  refine Finset.sum_congr rfl fun i _ => ?_
  rw [modeFrequency, Real.sq_sqrt (hD.eigenvalues_nonneg i)]

/-- All modes of a positive semidefinite dynamical matrix have the same frequency `w ≥ 0`
exactly when the matrix is `w²` times the identity. -/
theorem frequency_eq_iff (hD : D.PosSemidef) {w : ℝ} (hw : 0 ≤ w) :
    (∀ i, modeFrequency hD i = w) ↔ D = w ^ 2 • (1 : Matrix n n ℝ) := by
  constructor
  · intro h
    have hev : ∀ i, hD.isHermitian.eigenvalues i = w ^ 2 := fun i => by
      rw [← h i, modeFrequency, Real.sq_sqrt (hD.eigenvalues_nonneg i)]
    -- the diagonal form is a multiple of the identity, which no rotation changes
    have hd : diagonal (RCLike.ofReal ∘ hD.isHermitian.eigenvalues)
        = w ^ 2 • (1 : Matrix n n ℝ) := by
      ext i j
      by_cases hij : i = j
      · subst hij
        simp [hev]
      · simp [hij]
    have hs := hD.isHermitian.spectral_theorem
    rw [hd, map_smul, map_one] at hs
    exact hs
  · intro h i
    have : Nonempty n := ⟨i⟩
    have hmem := hD.isHermitian.eigenvalues_mem_spectrum_real i
    unfold modeFrequency
    generalize hD.isHermitian.eigenvalues i = μ at hmem ⊢
    -- a scalar matrix of nonzero size has a single point in its spectrum
    rw [h, ← Algebra.algebraMap_eq_smul_one, spectrum.scalar_eq,
      Set.mem_singleton_iff] at hmem
    rw [hmem, Real.sqrt_sq hw]

/-- If the trace of the dynamical matrix is `n w²`, the amount by which the zero-point energy
falls short of `n w / 2`, times `4 w`, is the sum of the squared deviations of the mode
frequencies from `w`. -/
theorem einstein_deficit (hD : D.PosSemidef) {w : ℝ}
    (htr : D.trace = Fintype.card n * w ^ 2) :
    4 * w * (Fintype.card n * w / 2 - zeroPointEnergy hD)
      = ∑ i, (modeFrequency hD i - w) ^ 2 := by
  have hsq : ∀ i, (modeFrequency hD i - w) ^ 2
      = modeFrequency hD i ^ 2 - 2 * w * modeFrequency hD i + w ^ 2 := fun i => by ring
  simp only [hsq, Finset.sum_add_distrib, Finset.sum_sub_distrib, ← Finset.mul_sum,
    Finset.sum_const, Finset.card_univ, nsmul_eq_mul]
  rw [← trace_eq_sum_sq_frequency hD, htr, zeroPointEnergy]
  ring

/-- Among positive semidefinite dynamical matrices with trace `n w²`, `w > 0`, the zero-point
energy is at most the Einstein value `n w / 2`, and it equals this value if and only if the
matrix is `w²` times the identity. -/
theorem zeroPointEnergy_le_einstein (hD : D.PosSemidef) {w : ℝ} (hw : 0 < w)
    (htr : D.trace = Fintype.card n * w ^ 2) :
    zeroPointEnergy hD ≤ Fintype.card n * w / 2 ∧
      (zeroPointEnergy hD = Fintype.card n * w / 2 ↔ D = w ^ 2 • (1 : Matrix n n ℝ)) := by
  have hdef := einstein_deficit hD htr
  have hnonneg : 0 ≤ ∑ i, (modeFrequency hD i - w) ^ 2 :=
    Finset.sum_nonneg fun i _ => sq_nonneg _
  refine ⟨?_, ?_⟩
  · rw [← hdef] at hnonneg
    have := nonneg_of_mul_nonneg_right hnonneg (by positivity : 0 < 4 * w)
    linarith
  · rw [← frequency_eq_iff hD hw.le]
    constructor
    · intro hE i
      -- no deficit: every squared deviation vanishes
      rw [hE, sub_self, mul_zero] at hdef
      have hi := (Finset.sum_eq_zero_iff_of_nonneg
        (fun i _ => sq_nonneg (modeFrequency hD i - w))).mp hdef.symm i (Finset.mem_univ i)
      exact sub_eq_zero.mp (pow_eq_zero_iff two_ne_zero |>.mp hi)
    · intro h
      simp [zeroPointEnergy, h]

/-- If the trace of the dynamical matrix is `n w²`, the squared deviation of any single mode
frequency from `w` is at most `4 w` times the shortfall of the zero-point energy from
`n w / 2`. -/
theorem frequency_deviation_le (hD : D.PosSemidef) {w : ℝ}
    (htr : D.trace = Fintype.card n * w ^ 2) (i : n) :
    (modeFrequency hD i - w) ^ 2
      ≤ 4 * w * (Fintype.card n * w / 2 - zeroPointEnergy hD) := by
  rw [einstein_deficit hD htr]
  exact Finset.single_le_sum (f := fun j => (modeFrequency hD j - w) ^ 2)
    (fun j _ => sq_nonneg _) (Finset.mem_univ i)

/-- The trace of a positive semidefinite dynamical matrix confines the zero-point energy of its
`n` modes between `√(tr D) / 2` and `√(n tr D) / 2`. -/
theorem zeroPointEnergy_window (hD : D.PosSemidef) :
    √D.trace / 2 ≤ zeroPointEnergy hD ∧
      zeroPointEnergy hD ≤ √(Fintype.card n * D.trace) / 2 := by
  have hf : ∀ i, 0 ≤ modeFrequency hD i := fun i => Real.sqrt_nonneg _
  have hS : 0 ≤ ∑ i, modeFrequency hD i := Finset.sum_nonneg fun i _ => hf i
  -- each frequency is at most the sum of all of them
  have hlow : D.trace ≤ (∑ i, modeFrequency hD i) ^ 2 := by
    rw [trace_eq_sum_sq_frequency hD, sq (∑ i, modeFrequency hD i), Finset.sum_mul]
    refine Finset.sum_le_sum fun i _ => ?_
    rw [sq]
    exact mul_le_mul_of_nonneg_left
      (Finset.single_le_sum (fun j _ => hf j) (Finset.mem_univ i)) (hf i)
  -- Cauchy-Schwarz against the constant vector
  have hup : (∑ i, modeFrequency hD i) ^ 2 ≤ Fintype.card n * D.trace := by
    have h := Finset.sum_mul_sq_le_sq_mul_sq Finset.univ (fun _ : n => (1 : ℝ))
      (modeFrequency hD)
    rw [trace_eq_sum_sq_frequency hD]
    simpa using h
  have h1 : √D.trace ≤ ∑ i, modeFrequency hD i := Real.sqrt_le_iff.mpr ⟨hS, hlow⟩
  have h2 := (le_abs_self _).trans (Real.abs_le_sqrt hup)
  unfold zeroPointEnergy
  constructor <;> linarith

end

end EinsteinZeroPoint
```

```lean
#print axioms EinsteinZeroPoint.zeroPointEnergy_le_einstein
-- 'EinsteinZeroPoint.zeroPointEnergy_le_einstein' depends on axioms: [propext, Classical.choice, Quot.sound]
#print axioms EinsteinZeroPoint.frequency_deviation_le
-- 'EinsteinZeroPoint.frequency_deviation_le' depends on axioms: [propext, Classical.choice, Quot.sound]
#print axioms EinsteinZeroPoint.zeroPointEnergy_window
-- 'EinsteinZeroPoint.zeroPointEnergy_window' depends on axioms: [propext, Classical.choice, Quot.sound]
```

## The bound and its equality case in words

In the code, `n` is a finite type that labels the coordinates, and the number written \(n\) in the prose is `Fintype.card n`. For a system of \(N\) atoms in three dimensions it is \(3N\), not \(N\). The hypothesis `D.PosSemidef` contains the symmetry of \(D\) as well as the sign condition on its eigenvalues \(\lambda_i\), which Mathlib supplies as `hD.isHermitian.eigenvalues`. The mode frequency \(\omega_i=\sqrt{\lambda_i}\) is `modeFrequency hD i`, and the energy

\[
E=\frac12\sum_i \omega_i
\]

is `zeroPointEnergy hD`.

The main theorem, `zeroPointEnergy_le_einstein`, takes \(w>0\) and \(\operatorname{tr}D=nw^2\) as hypotheses. It concludes that \(E\le nw/2\), and that \(E=nw/2\) if and only if \(D=w^2I\). The empty index type is allowed; both energies are then zero and the two empty matrices agree.

Two further theorems extract more from the trace. `frequency_deviation_le` says that each mode satisfies

\[
(\omega_i-w)^2\le 4w\left(\frac{nw}{2}-E\right),
\]

so an energy close to the Einstein value forces every frequency close to \(w\). `zeroPointEnergy_window` needs no reference frequency and gives

\[
\frac12\sqrt{\operatorname{tr}D}\;\le\; E\;\le\;\frac12\sqrt{n\operatorname{tr}D}.
\]

## Coupled oscillators and their Einstein reference

The matrix \(D\) belongs to the Hamiltonian \(\tfrac12\sum_i p_i^2+\tfrac12\sum_{ij}q_iD_{ij}q_j\) in mass-weighted coordinates \(q_i\) with momenta \(p_i\). Positive semidefiniteness excludes unstable modes but admits modes of zero frequency, such as free translations, which add nothing to \(E\).

The diagonal element \(D_{ii}\) is the squared frequency at which coordinate \(i\) would oscillate with all the others held fixed. The trace condition therefore makes \(w^2\) the average of these squared frequencies. The matrix \(w^2I\) describes the Einstein model, in which \(n\) independent oscillators share the frequency \(w\).

For this harmonic model, \(nw/2\) is also the variational energy of the isotropic Gaussian \(\exp(-\tfrac{w}{2}\sum_i q_i^2)\): the kinetic and the potential part contribute \(nw/4\) each. The gap \(nw/2-E\) is then the energy that a variational Monte Carlo calculation with this trial function leaves unrecovered.

The file starts from the matrix. The rule that each mode carries the energy \(\omega_i/2\) enters as a definition and is not derived from the Schrödinger equation. Anharmonic terms are absent, and so are infinite crystals and the complex Hermitian dynamical matrices that occur at general wave vectors.

## The shortfall is a sum of squares

The trace of a symmetric matrix is the sum of its eigenvalues, so

\[
\operatorname{tr}D=\sum_i\lambda_i=\sum_i\omega_i^2 .
\]

Expand the squared deviations of the frequencies from \(w\), and insert \(\operatorname{tr}D=nw^2\) and \(\sum_i\omega_i=2E\):

\[
\begin{aligned}
\sum_i(\omega_i-w)^2
&=\sum_i\omega_i^2-2w\sum_i\omega_i+nw^2\\
&=nw^2-4wE+nw^2\\
&=4w\left(\frac{nw}{2}-E\right).
\end{aligned}
\]

The left side is nonnegative and \(4w\) is positive, so \(E\le nw/2\). If \(E=nw/2\), the sum vanishes, and since none of its terms is negative, every \(\omega_i\) equals \(w\). All eigenvalues are then \(w^2\). With an orthogonal matrix \(U\) of eigenvectors,

\[
D=U(w^2I)U^{\mathsf T}=w^2UU^{\mathsf T}=w^2I .
\]

Conversely, \(D=w^2I\) has only the eigenvalue \(w^2\), so every frequency is \(w\) and \(E=nw/2\).

The bound on a single mode holds because one term of a sum of squares is at most the whole sum. For the window, each frequency is nonnegative and at most the sum of all of them, which gives

\[
\operatorname{tr}D=\sum_i\omega_i\,\omega_i\le\sum_i\omega_i\Big(\sum_j\omega_j\Big)=(2E)^2 .
\]

The Cauchy–Schwarz inequality against the constant vector gives

\[
(2E)^2=\Big(\sum_i1\cdot\omega_i\Big)^2\le n\sum_i\omega_i^2=n\operatorname{tr}D .
\]

Taking square roots and halving yields both ends.

## Two coupled oscillators with numbers

Take

\[
D=\begin{pmatrix}25&24\\24&25\end{pmatrix}.
\]

Its eigenvalues are \(49\) and \(1\), so the frequencies are \(7\) and \(1\), and \(E=4\). The trace is \(50=2\cdot5^2\), so \(w=5\) and the Einstein value is \(nw/2=5\). The coupling lowers the zero-point energy by \(1\).

The identity for the shortfall reads \(4\cdot5\cdot(5-4)=20\) on one side and \((7-5)^2+(1-5)^2=4+16=20\) on the other. The larger squared deviation, \(16\), respects the single-mode bound of \(20\). The window runs from \(\sqrt{50}/2\approx3.54\) to \(\sqrt{100}/2=5\), and \(E=4\) lies inside it.

## From the identity to the Lean proof

`trace_eq_sum_sq_frequency` takes the sum of eigenvalues from Mathlib and replaces each eigenvalue by the square of its root, which is legitimate because the eigenvalues are nonnegative. `einstein_deficit` is the expansion above: `hsq` expands one square, `simp only` distributes the sum, and `ring` closes the algebra after the trace condition has been inserted. This identity needs no sign condition on \(w\).

In the main theorem, `nonneg_of_mul_nonneg_right` removes the positive factor \(4w\). For equality, `Finset.sum_eq_zero_iff_of_nonneg` turns the vanishing sum into the vanishing of each term. The result passes to the matrix through `frequency_eq_iff`, which states that all frequencies equal \(w\) exactly when \(D=w^2I\).

The direction of that lemma from the matrix to the frequencies uses the fact that a scalar matrix of nonzero size has a single point in its spectrum, `spectrum.scalar_eq`; the index `i` of the mode under consideration shows that the size is not zero. The eigenvalue is first replaced by a plain real number `μ` with `generalize`, because the expression for it depends on \(D\) and would obstruct the substitution of \(w^2I\) for \(D\).

`frequency_deviation_le` rewrites its right side with the deficit identity and applies `Finset.single_le_sum`. In `zeroPointEnergy_window`, the steps `hlow` and `hup` are the two inequalities for \((2E)^2\).

## Conjugation as an algebra automorphism

The equality case turns on the form in which Mathlib states the spectral theorem. `hD.isHermitian.spectral_theorem` presents \(D\) as the image of the diagonal matrix of eigenvalues under conjugation by the eigenvector matrix, and this conjugation is a bundled map that preserves the algebra structure, not a written-out product of three matrices.

Once `hd` has identified the diagonal matrix as `w ^ 2 • 1`, two general rewrites finish the argument. `map_smul` moves the scalar \(w^2\) outside the conjugation, and `map_one` says that the conjugated identity is the identity. Together they carry out the step \(U(w^2I)U^{\mathsf T}=w^2I\) without any mention of the entries of \(U\) or of its orthogonality, which is already built into the map.
